# Doubling the density cutoff multiplies the grid points in a 3D augmentation box by 2√2 in the large-cutoff limit

In an ultrasoft pseudopotential calculation, augmentation charges localised around each atom can be added to the electron density on a real-space grid, and a higher cutoff energy for the density makes that grid finer. How many more points must then be visited around each atom, if the charge is enclosed in a cubic box of fixed size?

In Lean 4 with Mathlib:

```lean
import Mathlib

open Filter Topology

namespace AugmentationGrid

noncomputable section

/-- The grid points `h j`, labelled by integer vectors `j`, that lie in the augmentation box
of half-width `R` centred at `τ`. -/
def augmentationBox {d : ℕ} (h R : ℝ) (τ : Fin d → ℝ) : Set (Fin d → ℤ) :=
  {j | ∀ i, |h * (j i : ℝ) - τ i| ≤ R}

/-- The number of grid points in the augmentation box, for grid spacing `h > 0`. -/
def gridCount {d : ℕ} (h R : ℝ) (τ : Fin d → ℝ) : ℕ :=
  (augmentationBox h R τ).ncard

/-- The grid spacing, in atomic units, that belongs to a cutoff energy `E > 0`. -/
def gridSpacing (E : ℝ) : ℝ := Real.pi / √(2 * E)

/-- For positive grid spacing the augmentation box is a finite product of integer intervals,
one for each axis. -/
theorem augmentationBox_eq {d : ℕ} {h : ℝ} (hh : 0 < h) (R : ℝ) (τ : Fin d → ℝ) :
    augmentationBox h R τ =
      ↑(Fintype.piFinset fun i => Finset.Icc ⌈(τ i - R) / h⌉ ⌊(τ i + R) / h⌋) := by
  ext j
  simp only [augmentationBox, Set.mem_ofPred_eq, Finset.mem_coe, Fintype.mem_piFinset,
    Finset.mem_Icc, Int.ceil_le, Int.le_floor, abs_le, div_le_iff₀ hh, le_div_iff₀ hh]
  exact forall_congr' fun i =>
    ⟨fun ⟨a, b⟩ => ⟨by linarith, by linarith⟩, fun ⟨a, b⟩ => ⟨by linarith, by linarith⟩⟩

/-- For positive grid spacing the number of grid points in the box is the product of the
numbers of points along the axes. -/
theorem gridCount_eq_prod {d : ℕ} {h : ℝ} (hh : 0 < h) (R : ℝ) (τ : Fin d → ℝ) :
    gridCount h R τ = ∏ i, (⌊(τ i + R) / h⌋ + 1 - ⌈(τ i - R) / h⌉).toNat := by
  rw [gridCount, augmentationBox_eq hh, Set.ncard_coe_finset, Fintype.card_piFinset]
  simp only [Int.card_Icc]

/-- If the grid spacing is positive and at most the box width `2R`, the number of grid points
in the box lies between `(2R/h - 1)^d` and `(2R/h + 1)^d`, wherever the box is centred. -/
theorem gridCount_bounds {d : ℕ} {h R : ℝ} (hh : 0 < h) (hR : h ≤ 2 * R) (τ : Fin d → ℝ) :
    (2 * R / h - 1) ^ d ≤ (gridCount h R τ : ℝ) ∧
      (gridCount h R τ : ℝ) ≤ (2 * R / h + 1) ^ d := by
  have hw : 1 ≤ 2 * R / h := by rwa [le_div_iff₀ hh, one_mul]
  -- along one axis the count differs from the width in grid units by at most one
  have axis : ∀ i, 2 * R / h - 1 ≤
        (((⌊(τ i + R) / h⌋ + 1 - ⌈(τ i - R) / h⌉).toNat : ℕ) : ℝ) ∧
      (((⌊(τ i + R) / h⌋ + 1 - ⌈(τ i - R) / h⌉).toNat : ℕ) : ℝ) ≤ 2 * R / h + 1 := by
    intro i
    have hab : (τ i + R) / h - (τ i - R) / h = 2 * R / h := by ring
    have f1 := Int.floor_le ((τ i + R) / h)
    have f2 := Int.lt_floor_add_one ((τ i + R) / h)
    have c1 := Int.le_ceil ((τ i - R) / h)
    have c2 := Int.ceil_lt_add_one ((τ i - R) / h)
    obtain ⟨z, hz⟩ : ∃ z : ℤ, z = ⌊(τ i + R) / h⌋ + 1 - ⌈(τ i - R) / h⌉ := ⟨_, rfl⟩
    have hzr : (z : ℝ) = (⌊(τ i + R) / h⌋ : ℝ) + 1 - (⌈(τ i - R) / h⌉ : ℝ) := by
      rw [hz]; push_cast; ring
    have hz0 : (0 : ℝ) ≤ (z : ℝ) := by linarith
    have hcast : ((z.toNat : ℕ) : ℝ) = (z : ℝ) := by
      have h1 : ((z.toNat : ℕ) : ℤ) = z := Int.toNat_of_nonneg (Int.cast_nonneg_iff.mp hz0)
      calc ((z.toNat : ℕ) : ℝ) = (((z.toNat : ℕ) : ℤ) : ℝ) := (Int.cast_natCast _).symm
        _ = (z : ℝ) := by rw [h1]
    rw [← hz, hcast]
    constructor <;> linarith
  have hpow : ∀ c : ℝ, c ^ d = ∏ _i : Fin d, c := fun c => by simp
  rw [gridCount_eq_prod hh, Nat.cast_prod, hpow, hpow]
  exact ⟨Finset.prod_le_prod (fun i _ => by linarith) (fun i _ => (axis i).1),
    Finset.prod_le_prod (fun i _ => Nat.cast_nonneg _) (fun i _ => (axis i).2)⟩

/-- For `h > 0`, a box centred at the origin whose half-width is `n` grid spacings holds exactly
`(2n + 1)^d` points, which is the upper bound `(2R/h + 1)^d` for `R = n h`. -/
theorem gridCount_commensurate {d : ℕ} {h : ℝ} (hh : 0 < h) (n : ℕ) :
    gridCount h (n * h) (0 : Fin d → ℝ) = (2 * n + 1) ^ d := by
  have h1 : ∀ i, ((0 : Fin d → ℝ) i - n * h) / h = ((-(n : ℤ) : ℤ) : ℝ) := by
    intro i
    rw [div_eq_iff hh.ne', Pi.zero_apply]
    push_cast
    ring
  have h2 : ∀ i, ((0 : Fin d → ℝ) i + n * h) / h = ((n : ℤ) : ℝ) := by
    intro i
    rw [div_eq_iff hh.ne', Pi.zero_apply]
    push_cast
    ring
  have h3 : ((n : ℤ) + 1 - -(n : ℤ)).toNat = 2 * n + 1 := by omega
  rw [gridCount_eq_prod hh]
  simp only [h1, h2, Int.ceil_intCast, Int.floor_intCast]
  rw [h3, Finset.prod_const, Finset.card_univ, Fintype.card_fin]

/-- For `R > 0`, the number of grid points times the volume `h^d` of a grid cell tends to the
volume `(2R)^d` of the augmentation box as the spacing tends to zero from above. -/
theorem tendsto_volume {d : ℕ} {R : ℝ} (hR : 0 < R) (τ : Fin d → ℝ) :
    Tendsto (fun h : ℝ => h ^ d * (gridCount h R τ : ℝ)) (𝓝[>] 0) (𝓝 ((2 * R) ^ d)) := by
  have lo : Tendsto (fun h : ℝ => (2 * R - h) ^ d) (𝓝[>] 0) (𝓝 ((2 * R) ^ d)) :=
    (Continuous.tendsto' (by fun_prop) 0 _ (by simp)).mono_left nhdsWithin_le_nhds
  have hi : Tendsto (fun h : ℝ => (2 * R + h) ^ d) (𝓝[>] 0) (𝓝 ((2 * R) ^ d)) :=
    (Continuous.tendsto' (by fun_prop) 0 _ (by simp)).mono_left nhdsWithin_le_nhds
  have small : Set.Ioo (0 : ℝ) (2 * R) ∈ 𝓝[>] (0 : ℝ) := Ioo_mem_nhdsGT (by linarith)
  -- squeeze between the two bounds, multiplied by the cell volume
  refine tendsto_of_tendsto_of_tendsto_of_le_of_le' lo hi ?_ ?_
  · filter_upwards [small] with h hh
    have hne : h ≠ 0 := hh.1.ne'
    have e : h * (2 * R / h - 1) = 2 * R - h := by
      rw [mul_sub, mul_div_cancel₀ _ hne, mul_one]
    rw [← e, mul_pow]
    exact mul_le_mul_of_nonneg_left (gridCount_bounds hh.1 hh.2.le τ).1 (pow_nonneg hh.1.le d)
  · filter_upwards [small] with h hh
    have hne : h ≠ 0 := hh.1.ne'
    have e : h * (2 * R / h + 1) = 2 * R + h := by
      rw [mul_add, mul_div_cancel₀ _ hne, mul_one]
    rw [← e, mul_pow]
    exact mul_le_mul_of_nonneg_left (gridCount_bounds hh.1 hh.2.le τ).2 (pow_nonneg hh.1.le d)

/-- For `R > 0`, dividing the grid spacing by a fixed `s > 0` multiplies the number of augmentation
points by `s^d` in the limit of small spacing. -/
theorem tendsto_refinement {d : ℕ} {R s : ℝ} (hR : 0 < R) (hs : 0 < s) (τ : Fin d → ℝ) :
    Tendsto (fun h : ℝ => (gridCount (h / s) R τ : ℝ) / (gridCount h R τ : ℝ))
      (𝓝[>] 0) (𝓝 (s ^ d)) := by
  have hdiv : Tendsto (fun h : ℝ => h / s) (𝓝[>] 0) (𝓝[>] 0) := by
    refine tendsto_nhdsWithin_iff.2 ⟨?_, ?_⟩
    · exact (Continuous.tendsto' (by fun_prop) 0 _ (by simp)).mono_left nhdsWithin_le_nhds
    · filter_upwards [self_mem_nhdsWithin] with h hh
      exact div_pos hh hs
  have hV : (2 * R) ^ d ≠ 0 := by positivity
  have key : Tendsto (fun h : ℝ => s ^ d * (((h / s) ^ d * (gridCount (h / s) R τ : ℝ)) /
      (h ^ d * (gridCount h R τ : ℝ)))) (𝓝[>] 0) (𝓝 (s ^ d * ((2 * R) ^ d / (2 * R) ^ d))) :=
    (((tendsto_volume hR τ).comp hdiv).div (tendsto_volume hR τ) hV).const_mul _
  rw [div_self hV, mul_one] at key
  refine key.congr' ?_
  -- the cell volumes cancel
  filter_upwards [self_mem_nhdsWithin] with h hh
  have hpos : 0 < h := hh
  have e : s ^ d * ((h / s) ^ d * (gridCount (h / s) R τ : ℝ)) =
      h ^ d * (gridCount (h / s) R τ : ℝ) := by
    rw [← mul_assoc, ← mul_pow, mul_div_cancel₀ _ hs.ne']
  rw [← mul_div_assoc, e, mul_div_mul_left _ _ (pow_pos hpos d).ne']

/-- For `E > 0`, the Nyquist wave number `π/h` of the grid with spacing `h = gridSpacing E`
has kinetic energy `E` in atomic units. -/
theorem nyquist_energy {E : ℝ} (hE : 0 < E) : (Real.pi / gridSpacing E) ^ 2 / 2 = E := by
  have hq : 0 < √(2 * E) := Real.sqrt_pos.2 (by linarith)
  have e : Real.pi / gridSpacing E = √(2 * E) := by
    rw [gridSpacing, div_eq_iff (div_pos Real.pi_pos hq).ne', mul_div_cancel₀ _ hq.ne']
  rw [e, Real.sq_sqrt (by linarith)]
  ring

/-- In three dimensions and for `R > 0`, doubling the cutoff energy multiplies the number of
augmentation points by `2√2` in the limit of large cutoff. -/
theorem tendsto_doubled_cutoff {R : ℝ} (hR : 0 < R) (τ : Fin 3 → ℝ) :
    Tendsto (fun E : ℝ => (gridCount (gridSpacing (2 * E)) R τ : ℝ) /
      (gridCount (gridSpacing E) R τ : ℝ)) atTop (𝓝 (2 * √2)) := by
  have hsp : Tendsto gridSpacing atTop (𝓝[>] 0) := by
    refine tendsto_nhdsWithin_iff.2 ⟨?_, ?_⟩
    · exact tendsto_const_nhds.div_atTop
        (Real.tendsto_sqrt_atTop.comp (tendsto_id.const_mul_atTop two_pos))
    · filter_upwards [eventually_gt_atTop 0] with E hE
      exact div_pos Real.pi_pos (Real.sqrt_pos.2 (by linarith))
  -- a doubled cutoff divides the spacing by √2
  have half : ∀ E, gridSpacing (2 * E) = gridSpacing E / √2 := by
    intro E
    unfold gridSpacing
    rw [Real.sqrt_mul (by norm_num : (0 : ℝ) ≤ 2) (2 * E), div_div,
      mul_comm (√2) (√(2 * E))]
  have cube : (√2 : ℝ) ^ 3 = 2 * √2 := by
    rw [pow_succ, Real.sq_sqrt (by norm_num)]
  simp only [half]
  rw [← cube]
  exact (tendsto_refinement hR (Real.sqrt_pos.2 two_pos) τ).comp hsp

end

end AugmentationGrid
```

```lean
#print axioms AugmentationGrid.gridCount_commensurate
#print axioms AugmentationGrid.nyquist_energy
#print axioms AugmentationGrid.tendsto_doubled_cutoff
```

```
'AugmentationGrid.gridCount_commensurate' depends on axioms: [propext, Classical.choice, Quot.sound]
'AugmentationGrid.nyquist_energy' depends on axioms: [propext, Classical.choice, Quot.sound]
'AugmentationGrid.tendsto_doubled_cutoff' depends on axioms: [propext, Classical.choice, Quot.sound]
```

## Bounds at finite spacing and the limiting ratio

Let $h$ be the grid spacing, $R$ the half-width of the box, $\tau$ its centre and $d$ the dimension. The number of grid points in the box is $N(h)$. For $0<h\le 2R$, `gridCount_bounds` states

$$\left(\frac{2R}{h}-1\right)^d\le N(h)\le\left(\frac{2R}{h}+1\right)^d ,$$

wherever the box is centred. For $R>0$ and a fixed refinement factor $s>0$, `tendsto_refinement` states that $N(h/s)/N(h)\to s^d$ as $h\to0$ from above. In three dimensions, `tendsto_doubled_cutoff` turns this into a ratio of $2\sqrt2$ for a doubled cutoff energy $E$, as $E\to\infty$.

The upper bound is sharp. By `gridCount_commensurate`, a box centred at the origin with $R=nh$ holds exactly $(2n+1)^d$ points, which equals the upper bound for every $n\ge1$.

## The box, the grid and the cutoff energy

A grid point $hj$ is labelled by an integer vector `j : Fin d → ℤ`. The set `augmentationBox h R τ` contains those $j$ with $|hj_i-\tau_i|\le R$ on every axis $i$, boundary included, and `gridCount` is its cardinality. The limit $h\to0$ from above is written `𝓝[>] 0`.

The cutoff enters through `gridSpacing`, $h=\pi/\sqrt{2E}$ in Hartree atomic units. This is a convention: the largest wave number that the grid resolves along an axis, $\pi/h$, has kinetic energy $E$, as `nyquist_energy` confirms. For a density grid, $E$ is therefore the density cutoff.

The model has an orthogonal grid with equal spacing on all axes, no periodic wrapping, and a spacing that varies continuously, whereas a periodic simulation cell admits only spacings that divide its edges. The box is a cube, not a sphere. For a fixed box of this kind and constant work per point, the result gives the asymptotic growth of augmentation cost with cutoff; at finite cutoff the ratio can differ from $2\sqrt2$.

## From one axis to the cutoff law

Since $h>0$, the condition on axis $i$ is equivalent to $a_i\le j_i\le b_i$, with

$$a_i=\frac{\tau_i-R}{h},\qquad b_i=\frac{\tau_i+R}{h},\qquad b_i-a_i=\frac{2R}{h}.$$

The axes are independent, so the box is a product of integer intervals (`augmentationBox_eq`) and $N$ is the product of the axis counts (`gridCount_eq_prod`), each given by

$$N_i=\lfloor b_i\rfloor+1-\lceil a_i\rceil .$$

From $b_i-1<\lfloor b_i\rfloor\le b_i$ and $a_i\le\lceil a_i\rceil<a_i+1$ it follows that

$$\frac{2R}{h}-1< N_i\le\frac{2R}{h}+1 .$$

In `gridCount_bounds` this is the step `axis`, where `linarith` combines the four floor and ceiling inequalities. The hypothesis $h\le2R$ makes the left side non-negative, so the inequalities may be multiplied over the axes, which `Finset.prod_le_prod` does.

Multiplying the bounds by the cell volume $h^d$ gives

$$(2R-h)^d\le h^dN(h)\le(2R+h)^d .$$

Both outer terms tend to $(2R)^d$, so $h^dN(h)$ tends to the box volume. This is `tendsto_volume`, proved by squeezing on the interval $0<h<2R$.

For the refinement law, write

$$\frac{N(h/s)}{N(h)}=s^d\,\frac{(h/s)^dN(h/s)}{h^dN(h)} .$$

As $h\to0$, also $h/s\to0$, so numerator and denominator of the last fraction both tend to $(2R)^d$, which is non-zero because $R>0$. The ratio therefore tends to $s^d$. In `tendsto_refinement`, `key` is the limit of the right-hand side, and `congr'` carries it over to the left-hand side once the cell volumes have been cancelled.

Finally, doubling the cutoff changes the spacing to

$$\frac{\pi}{\sqrt{4E}}=\frac{1}{\sqrt2}\,\frac{\pi}{\sqrt{2E}} ,$$

which is the step `half` in `tendsto_doubled_cutoff`. The spacing tends to zero from above as $E\to\infty$ (`hsp`), so the refinement law applies with $s=\sqrt2$ and $d=3$, and `cube` evaluates $(\sqrt2)^3=2\sqrt2$.
